# Geometric decay of the velocity autocorrelation under random redraws with zero mean velocity

Each state $i$ of a finite set carries a real velocity $v_i$ and a weight $p_i$, with $\sum_i p_i=1$, and $\langle f\rangle=\sum_i p_i f_i$ is the mean of an observable $f$. In one thermostat step the state is redrawn from $p$ with probability $q$ and otherwise kept; a redraw may return the same state.

In Lean 4 with Mathlib:

```lean
import Mathlib

open Matrix Filter Topology

namespace RedrawThermostat

noncomputable section

variable {ι : Type*} [Fintype ι] [DecidableEq ι]

/-- The average of an observable `f` over the states with weights `p`. -/
def mean (p f : ι → ℝ) : ℝ := ∑ i, p i * f i

/-- The transition matrix of one thermostat step: with probability `q` the state is redrawn
from `p`, otherwise it is kept. -/
def kernel (p : ι → ℝ) (q : ℝ) : Matrix ι ι ℝ :=
  Matrix.of fun i j => (if i = j then 1 - q else 0) + q * p j

/-- The velocity autocorrelation after `n` steps, with the initial state drawn from `p` and
the final state reached through the `n`-step transition matrix. -/
def autocorr (p v : ι → ℝ) (q : ℝ) (n : ℕ) : ℝ :=
  ∑ i, ∑ j, p i * v i * (kernel p q ^ n) i j * v j

/-- For nonnegative weights summing to one and `0 ≤ q ≤ 1`, the entries of the transition
matrix are nonnegative and each row sums to one. -/
theorem kernel_stochastic {p : ι → ℝ} {q : ℝ} (hp0 : ∀ i, 0 ≤ p i) (hp : ∑ i, p i = 1)
    (h0 : 0 ≤ q) (h1 : q ≤ 1) :
    (∀ i j, 0 ≤ kernel p q i j) ∧ ∀ i, ∑ j, kernel p q i j = 1 := by
  constructor
  · intro i j
    have h := mul_nonneg h0 (hp0 j)
    simp only [kernel, Matrix.of_apply]
    split_ifs <;> linarith
  · intro i
    simp [kernel, Finset.sum_add_distrib, ← Finset.mul_sum, hp]

/-- One thermostat step mixes an observable with its average. -/
theorem kernel_mulVec (p f : ι → ℝ) (q : ℝ) (i : ι) :
    (kernel p q *ᵥ f) i = (1 - q) * f i + q * mean p f := by
  simp only [kernel, mean, Matrix.mulVec, dotProduct, Matrix.of_apply, add_mul,
    Finset.sum_add_distrib, ite_mul, zero_mul, Finset.sum_ite_eq, Finset.mem_univ,
    ↓reduceIte, mul_assoc, ← Finset.mul_sum]

/-- Stationarity: if the weights sum to one, a thermostat step leaves the average of every
observable unchanged. -/
theorem mean_kernel {p : ι → ℝ} (hp : ∑ i, p i = 1) (f : ι → ℝ) (q : ℝ) :
    mean p (kernel p q *ᵥ f) = mean p f := by
  have h : ∑ i, p i * ((1 - q) * f i + q * mean p f)
      = (1 - q) * ∑ i, p i * f i + q * mean p f * ∑ i, p i := by
    rw [Finset.mul_sum, Finset.mul_sum, ← Finset.sum_add_distrib]
    exact Finset.sum_congr rfl fun i _ => by ring
  change ∑ i, p i * (kernel p q *ᵥ f) i = mean p f
  simp only [kernel_mulVec]
  rw [h, hp]
  unfold mean
  ring

/-- If the weights sum to one, then after `n` steps an observable keeps the fraction
`(1 - q) ^ n` of its initial value, and the rest is replaced by its average. -/
theorem kernel_pow_mulVec {p : ι → ℝ} (hp : ∑ i, p i = 1) (f : ι → ℝ) (q : ℝ) (n : ℕ)
    (i : ι) :
    (kernel p q ^ n *ᵥ f) i = (1 - q) ^ n * f i + (1 - (1 - q) ^ n) * mean p f := by
  induction n generalizing f with
  | zero => simp
  | succ n ih =>
    -- apply one step to `f`, then the remaining `n` steps
    rw [pow_succ (kernel p q), ← Matrix.mulVec_mulVec, ih, mean_kernel hp, kernel_mulVec]
    ring

/-- The stationary velocity autocorrelation for an arbitrary mean velocity and weights
summing to one. -/
theorem autocorr_eq {p : ι → ℝ} (hp : ∑ i, p i = 1) (v : ι → ℝ) (q : ℝ) (n : ℕ) :
    autocorr p v q n = (1 - q) ^ n * mean p (fun i => v i ^ 2)
      + (1 - (1 - q) ^ n) * mean p v ^ 2 := by
  -- the sum over final states is the evolved velocity observable
  have e : autocorr p v q n = ∑ i, p i * v i * (kernel p q ^ n *ᵥ v) i := by
    simp only [autocorr, Matrix.mulVec, dotProduct, Finset.mul_sum, mul_assoc]
  rw [e]
  simp only [kernel_pow_mulVec hp]
  calc ∑ i, p i * v i * ((1 - q) ^ n * v i + (1 - (1 - q) ^ n) * mean p v)
      = (1 - q) ^ n * ∑ i, p i * v i ^ 2
        + (1 - (1 - q) ^ n) * mean p v * ∑ i, p i * v i := by
        rw [Finset.mul_sum, Finset.mul_sum, ← Finset.sum_add_distrib]
        exact Finset.sum_congr rfl fun i _ => by ring
    _ = _ := by
        simp only [mean]
        ring

/-- For weights summing to one and zero mean velocity, the stationary velocity
autocorrelation after `n` steps is `(1 - q) ^ n` times the mean square velocity. -/
theorem autocorr_of_mean_zero {p v : ι → ℝ} (hp : ∑ i, p i = 1) (hv : mean p v = 0)
    (q : ℝ) (n : ℕ) :
    autocorr p v q n = (1 - q) ^ n * mean p (fun i => v i ^ 2) := by
  rw [autocorr_eq hp, hv]
  ring

/-- For weights summing to one and `q ≠ 0`, the autocorrelation follows the purely geometric
law at all times exactly when the mean velocity vanishes. -/
theorem geometric_iff_mean_zero {p v : ι → ℝ} {q : ℝ} (hp : ∑ i, p i = 1) (hq : q ≠ 0) :
    (∀ n, autocorr p v q n = (1 - q) ^ n * mean p (fun i => v i ^ 2)) ↔ mean p v = 0 := by
  constructor
  · intro h
    -- a single step already detects a nonzero mean
    have h1 := h 1
    rw [autocorr_eq hp] at h1
    have h2 : q * mean p v ^ 2 = 0 := by linear_combination h1
    simpa [hq] using h2
  · exact fun hv n => autocorr_of_mean_zero hp hv q n

/-- For weights summing to one and zero mean velocity, dividing the time `t` into `n` steps
with redraw probability `ν * t / n` gives, as `n` grows, an autocorrelation that tends to
`exp (-(ν * t))` times the mean square velocity. -/
theorem autocorr_tendsto_exp {p v : ι → ℝ} (hp : ∑ i, p i = 1) (hv : mean p v = 0)
    (ν t : ℝ) :
    Tendsto (fun n : ℕ => autocorr p v (ν * t / n) n) atTop
      (𝓝 (Real.exp (-(ν * t)) * mean p (fun i => v i ^ 2))) := by
  have h := (Real.tendsto_one_add_div_pow_exp (-(ν * t))).mul_const
    (mean p (fun i => v i ^ 2))
  refine h.congr fun n => ?_
  rw [autocorr_of_mean_zero hp hv, neg_div, ← sub_eq_add_neg]

/-- For weights summing to one, zero mean velocity and `0 < q ≤ 1`, the autocorrelation
summed over all steps is the mean square velocity divided by `q`. -/
theorem autocorr_hasSum {p v : ι → ℝ} {q : ℝ} (hp : ∑ i, p i = 1) (hv : mean p v = 0)
    (h0 : 0 < q) (h1 : q ≤ 1) :
    HasSum (fun n : ℕ => autocorr p v q n) (mean p (fun i => v i ^ 2) / q) := by
  have h := (hasSum_geometric_of_lt_one (sub_nonneg.2 h1)
    (by linarith : 1 - q < 1)).mul_right (mean p (fun i => v i ^ 2))
  have e : (1 - (1 - q))⁻¹ * mean p (fun i => v i ^ 2)
      = mean p (fun i => v i ^ 2) / q := by
    rw [sub_sub_cancel, div_eq_mul_inv, mul_comm]
  rw [e] at h
  simpa only [autocorr_of_mean_zero hp hv] using h

end

end RedrawThermostat
```

```lean
#print axioms RedrawThermostat.kernel_stochastic
-- 'RedrawThermostat.kernel_stochastic' depends on axioms: [propext, Classical.choice, Quot.sound]
#print axioms RedrawThermostat.geometric_iff_mean_zero
-- 'RedrawThermostat.geometric_iff_mean_zero' depends on axioms: [propext, Classical.choice, Quot.sound]
#print axioms RedrawThermostat.autocorr_tendsto_exp
-- 'RedrawThermostat.autocorr_tendsto_exp' depends on axioms: [propext, Classical.choice, Quot.sound]
#print axioms RedrawThermostat.autocorr_hasSum
-- 'RedrawThermostat.autocorr_hasSum' depends on axioms: [propext, Classical.choice, Quot.sound]
```

## From one step to the autocorrelation

The transition matrix, `kernel p q`, is
$$K_{ij}=(1-q)\delta_{ij}+q\,p_j .$$
For $p_i\ge 0$ and $0\le q\le 1$ its entries are nonnegative, and each row sums to $(1-q)+q=1$. This is `kernel_stochastic`.

Acting on an observable, $K$ mixes it with its mean (`kernel_mulVec`):
$$(Kf)_i=\sum_j K_{ij}f_j=(1-q)f_i+q\langle f\rangle .$$
Averaging over $p$ gives $\langle Kf\rangle=(1-q)\langle f\rangle+q\langle f\rangle=\langle f\rangle$. Since this holds for every $f$, the distribution $p$ is stationary (`mean_kernel`).

In a single run the state is either kept or redrawn; the matrix gives expected values. For a start in state $i$, the expected value of $f$ after $n$ steps is
$$(K^n f)_i=(1-q)^n f_i+\bigl(1-(1-q)^n\bigr)\langle f\rangle .$$
At $n=0$ both sides are $f_i$. For the induction step, write $K^{n+1}f=K^n(Kf)$ and apply the formula to $Kf$, whose mean is $\langle f\rangle$:
$$(1-q)^n\bigl[(1-q)f_i+q\langle f\rangle\bigr]+\bigl(1-(1-q)^n\bigr)\langle f\rangle .$$
The coefficient of $\langle f\rangle$ is $1-(1-q)^n(1-q)=1-(1-q)^{n+1}$, as required. In `kernel_pow_mulVec` the induction is stated with `generalizing f`, because the hypothesis is used for $Kf$ and not for $f$ itself.

The autocorrelation `autocorr p v q n` starts from a state drawn from $p$ and follows the chain for $n$ steps:
$$C(n)=\sum_{i,j}p_i v_i (K^n)_{ij}v_j=\sum_i p_i v_i (K^n v)_i .$$
Inserting the formula for $K^n v$ yields `autocorr_eq`:
$$C(n)=(1-q)^n\langle v^2\rangle+\bigl(1-(1-q)^n\bigr)\langle v\rangle^2 .$$
With $\langle v\rangle=0$ this becomes $C(n)=(1-q)^n\langle v^2\rangle$, the statement of `autocorr_of_mean_zero`. The decay thus follows from the transition matrix and is not postulated.

## Why the mean velocity must vanish

$C(n)$ is the raw correlation, with no mean subtracted, so a drift velocity contributes to it. If the geometric law holds for all $n$, then comparing it with the general formula at $n=1$ leaves $q\langle v\rangle^2=0$, and $q\ne0$ forces $\langle v\rangle=0$. This is the forward direction of `geometric_iff_mean_zero`; the other direction is the zero-mean law. At $q=0$ nothing is ever redrawn, and $C(n)=\langle v^2\rangle$ whatever the mean.

## Frequent, weak redraws and the time integral

Let $\nu$ be a redraw rate and $t$ a fixed time, divided into $n$ steps with $q=\nu t/n$. Each $n$ has its own chain, and for zero mean velocity
$$C(n)=\left(1-\frac{\nu t}{n}\right)^n\langle v^2\rangle\longrightarrow e^{-\nu t}\langle v^2\rangle .$$
The proof of `autocorr_tendsto_exp` takes Mathlib's limit $(1+x/n)^n\to e^x$ at $x=-\nu t$, multiplies it by $\langle v^2\rangle$, and identifies the sequence with the autocorrelation.

For fixed $0<q\le1$ and zero mean, the ratio $1-q$ lies in $[0,1)$, so the geometric series gives
$$\sum_{n=0}^{\infty}C(n)=\frac{\langle v^2\rangle}{1-(1-q)}=\frac{\langle v^2\rangle}{q}.$$
`HasSum` in `autocorr_hasSum` states that the series converges to this value. Multiplied by the duration of a step, the sum is a discrete time integral of the autocorrelation.

## Reach of the model

Only `kernel_stochastic` assumes nonnegative weights. The other theorems are algebraic identities or limits that need at most $\sum_i p_i=1$ and the stated conditions on $q$ and $\langle v\rangle$; their reading as statements about a random process requires $p_i\ge0$ and $0\le q\le1$. In the exponential limit with $\nu t\ge0$, the latter holds once $n\ge\nu t$.

The redraw is the collision step of an Andersen thermostat, reduced here to a force-free particle with finitely many velocities. In that setting the redraw probability alone sets how quickly velocity memory is lost, counted in steps. In a molecular dynamics run, interatomic forces also change the velocities between redraws, and the Maxwell–Boltzmann distribution is continuous; the model contains neither feature.
